# A lower bound on the eigenvalues of a Hermitian operator from one residual and a gap on the orthogonal complement

How far below the energy of an approximate ground state can a true level of the Hamiltonian lie? A small residual alone doesn't settle this, because the state may approximate an excited level. A bound also needs information on how low the other states can lie, and the choice made here is to impose a condition on states and not on eigenvalues: every state orthogonal to the approximate one has an energy expectation at or above a known threshold.

## The physical setting

Let T be the Hamiltonian, x a unit vector and ⟨·,·⟩ the inner product, conjugate-linear in its first argument. The energy of x and its residual are

ρ = ⟨x, Tx⟩,  r = Tx − ρx.

The residual vanishes exactly when x is an eigenvector. The gap condition, with a real number g, is

⟨y, Ty⟩ ≥ (ρ + g)‖y‖² for all y with ⟨x, y⟩ = 0.

It stands for the physical knowledge that, once x is projected out, no state has an energy below ρ + g. The conclusion is that every eigenvalue μ of T is real and satisfies

μ ≥ ρ − δ,  δ = (√(g² + 4‖r‖²) − g)/2.

For g ≥ 0, the number δ is the amount by which the lower of two levels, a distance g apart and coupled with strength ‖r‖, is pushed down. For a matrix Hamiltonian in electronic structure, the result thus turns a computed residual into a lower bound on the ground level, provided that the gap on the complement is known.

## Why the gap refers to the complement of x

A second eigenvalue at ρ + g would not be enough. Take the matrix with zero diagonal and off-diagonal entries 1, and let x be the first basis state. Then ρ = 0 and ‖r‖ = 1, and the eigenvalues are −1 and 1. Inserting g = 1, the distance from ρ to the second eigenvalue, would give the bound −(√5 − 1)/2 ≈ −0.618, which the eigenvalue −1 violates. The state orthogonal to x has energy 0, so the correct value is g = 0, and the bound becomes −1.

## Derivation

**The two-level equation.** Write R = ‖r‖. Multiplying out gives

δ(δ + g) = (√(g² + 4R²) − g)(√(g² + 4R²) + g)/4 = R².

Since √(g² + 4R²) ≥ |g|, both δ and δ + g are nonnegative. For real a and b, therefore,

0 ≤ (√δ a − √(δ + g) b)² = δa² + (δ + g)b² − 2Rab.

**Splitting the energy.** Any vector v can be written as v = cx + y with c = ⟨x, v⟩ and ⟨x, y⟩ = 0, so that ‖v‖² = |c|² + ‖y‖². Because T is Hermitian and y is orthogonal to x,

⟨x, Ty⟩ = ⟨Tx, y⟩ = ⟨r + ρx, y⟩ = ⟨r, y⟩.

The other cross term is the complex conjugate, and with c* the conjugate of c,

⟨v, Tv⟩ = |c|²ρ + 2 Re(c*⟨r, y⟩) + ⟨y, Ty⟩.

**The bound for every vector.** The Cauchy–Schwarz inequality bounds the coupling term from below by −2R|c|‖y‖. With the gap condition, and the inequality above for a = |c| and b = ‖y‖,

⟨v, Tv⟩ ≥ ρ|c|² − 2R|c|‖y‖ + (ρ + g)‖y‖²
 ≥ (ρ − δ)|c|² + (ρ + g − δ − g)‖y‖²
 = (ρ − δ)‖v‖².

**Eigenvalues.** If Tv = μv with v ≠ 0, then μ‖v‖² = ⟨v, Tv⟩ = ⟨Tv, v⟩ = μ*‖v‖², so μ is real. The bound for v reads μ‖v‖² ≥ (ρ − δ)‖v‖², and division by ‖v‖² gives the result.

**A case of equality.** Consider the two-level Hamiltonian with diagonal entries ρ and ρ + g and real coupling e ≠ 0, and let x be its first basis state. The residual is (0, e), and the state orthogonal to x has energy ρ + g. With δ(δ + g) = e², the vector (δ + g, −e) satisfies

ρ(δ + g) − e² = (ρ − δ)(δ + g),
e(δ + g) − (ρ + g)e = (ρ − δ)(−e).

It is an eigenvector with eigenvalue ρ − δ. After normalisation, its weight on the second basis state is e²/((δ + g)² + e²) = δ/(2δ + g).

## Reading the Lean statement

The space `E` is a complex inner product space of any dimension, and `T : E →ₗ[ℂ] E` is a linear operator defined on all of it. The letter T denotes the full Hamiltonian here, not the kinetic energy. The hypothesis `T.IsSymmetric` says that ⟨Tv, w⟩ = ⟨v, Tw⟩ for all v and w, which is what a physicist means by Hermitian.

`energy T v` is the real part of ⟨v, Tv⟩ without division by the norm; for v ≠ 0 the usual expectation value is `energy T v` divided by ‖v‖². For the unit vector x the two agree, and `energy T x` is ρ. `residual T x` is r, and `shift g R` is δ, a physical displacement of a level and not the level-shift parameter of a self-consistent-field program.

In `eigenvalue_lower_bound`, the hypothesis `hx` normalises x and `hgap` is the gap condition. The eigenvalue `μ` enters as a complex number, and the conclusion has two halves: its imaginary part is zero, and its real part obeys the bound. No sign is required of g. For a negative g the complement may contain states below ρ, and the bound moves down accordingly.

The gap is assumed, not derived from T. An eigenvalue must have an eigenvector in `E`, so a continuous spectrum has no place in this theorem. An unbounded Hamiltonian fits only on a space of states that it maps into itself. For a matrix built from a finite basis, the step from its eigenvalues to the levels of the molecule or solid, basis truncation included, needs a separate argument.

`eigenvalue_lower_bound_witness` states the case of equality for every ρ, every g and every e ≠ 0. It lists the hypotheses one by one for `twoLevel ρ g e` and `basisState`, and adds that ρ − δ is an eigenvalue. Lean numbers the two components 0 and 1.

## The complete file

```lean
import Mathlib

open scoped ComplexConjugate

namespace ResidualGapBound

noncomputable section

variable {E : Type*} [NormedAddCommGroup E] [InnerProductSpace ℂ E]

/-- The energy expectation `⟨v, T v⟩` (its real part) of a vector `v`, not normalised. -/
def energy (T : E →ₗ[ℂ] E) (v : E) : ℝ := (inner ℂ v (T v)).re

/-- The residual `T x - ρ x`, where `ρ` is the energy of `x`. -/
def residual (T : E →ₗ[ℂ] E) (x : E) : E := T x - (energy T x : ℂ) • x

/-- The level shift `(√(g² + 4 R²) - g) / 2` for a gap `g` and a residual norm `R`. -/
def shift (g R : ℝ) : ℝ := (Real.sqrt (g ^ 2 + 4 * R ^ 2) - g) / 2

/-- The level shift `δ` solves the two-level secular equation `δ (δ + g) = R²`. -/
theorem shift_mul (g R : ℝ) : shift g R * (shift g R + g) = R ^ 2 := by
  unfold shift
  have h := Real.sq_sqrt (show 0 ≤ g ^ 2 + 4 * R ^ 2 by positivity)
  linear_combination h / 4

/-- For `R ≥ 0`, the coupling term `2 R a b` of two real amplitudes is at most the sum of the
diagonal terms `δ a² + (δ + g) b²`, where `δ` is the level shift. -/
theorem coupling_le (g a b : ℝ) {R : ℝ} (hR : 0 ≤ R) :
    2 * R * a * b ≤ shift g R * a ^ 2 + (shift g R + g) * b ^ 2 := by
  have habs : |g| ≤ Real.sqrt (g ^ 2 + 4 * R ^ 2) :=
    Real.abs_le_sqrt (by nlinarith [sq_nonneg R])
  have hp : 0 ≤ shift g R := by
    unfold shift
    linarith [le_abs_self g]
  have hq : 0 ≤ shift g R + g := by
    unfold shift
    linarith [neg_abs_le g]
  have hs : Real.sqrt (shift g R) * Real.sqrt (shift g R + g) = R := by
    rw [← Real.sqrt_mul hp, shift_mul, Real.sqrt_sq hR]
  -- the difference of the two sides is a perfect square
  have h : shift g R * a ^ 2 + (shift g R + g) * b ^ 2 - 2 * R * a * b
      = (Real.sqrt (shift g R) * a - Real.sqrt (shift g R + g) * b) ^ 2 := by
    linear_combination (-a ^ 2) * Real.sq_sqrt hp - b ^ 2 * Real.sq_sqrt hq + 2 * a * b * hs
  linarith [sq_nonneg (Real.sqrt (shift g R) * a - Real.sqrt (shift g R + g) * b)]

private theorem inner_self_real (v : E) : inner ℂ v v = ((‖v‖ ^ 2 : ℝ) : ℂ) := by
  simp [inner_self_eq_norm_sq_to_K]

private theorem norm_split {x y : E} (hx : ‖x‖ = 1) (hy : inner ℂ x y = 0) (c : ℂ) :
    ‖c • x + y‖ ^ 2 = ‖c‖ ^ 2 + ‖y‖ ^ 2 := by
  rw [norm_add_sq (𝕜 := ℂ), inner_smul_left, hy, norm_smul, hx]
  simp


/-- For a Hermitian operator and `y` orthogonal to `x`, the energy of `c x + y` consists of the two
separate energies and a coupling in which `T` enters only through the residual of `x`. -/
theorem energy_split {T : E →ₗ[ℂ] E} (hT : T.IsSymmetric) {x y : E}
    (hy : inner ℂ x y = 0) (c : ℂ) :
    energy T (c • x + y) = ‖c‖ ^ 2 * energy T x
      + 2 * (conj c * inner ℂ (residual T x) y).re + energy T y := by
  have h1 : inner ℂ x (T y) = inner ℂ (residual T x) y := by
    rw [← hT x y, residual, inner_sub_left, inner_smul_left, hy]
    simp
  have h2 : inner ℂ y (T x) = conj (inner ℂ (residual T x) y) := by
    rw [← h1, ← hT x y, inner_conj_symm]
  have h3 : ‖c‖ ^ 2 = c.re * c.re + c.im * c.im := by
    rw [Complex.sq_norm, Complex.normSq_apply]
  unfold energy
  simp only [map_add, map_smul, inner_add_left, inner_add_right, inner_smul_left,
    inner_smul_right, h1, h2, h3, Complex.add_re, Complex.add_im, Complex.mul_re, Complex.mul_im,
    Complex.conj_re, Complex.conj_im]
  ring

/-- Let `T` be Hermitian and `x` a unit vector of energy `ρ`, and let every `y` orthogonal to `x`
have energy at least `(ρ + g) ‖y‖²`. Then every vector `v` has energy at least `(ρ - δ) ‖v‖²`,
where `δ` is the level shift for the gap `g` and the residual norm of `x`. -/
theorem energy_lower_bound {T : E →ₗ[ℂ] E} (hT : T.IsSymmetric) {x : E} (hx : ‖x‖ = 1) {g : ℝ}
    (hgap : ∀ y, inner ℂ x y = 0 → (energy T x + g) * ‖y‖ ^ 2 ≤ energy T y) (v : E) :
    (energy T x - shift g ‖residual T x‖) * ‖v‖ ^ 2 ≤ energy T v := by
  -- split `v` into its part along `x` and the rest
  obtain ⟨c, y, hy, rfl⟩ : ∃ c : ℂ, ∃ y : E, inner ℂ x y = 0 ∧ v = c • x + y := by
    refine ⟨inner ℂ x v, v - inner ℂ x v • x, ?_, (add_sub_cancel _ _).symm⟩
    rw [inner_sub_right, inner_smul_right, inner_self_real, hx]
    simp
  rw [energy_split hT hy, norm_split hx hy]
  -- Cauchy-Schwarz for the coupling
  have h1 := Complex.abs_re_le_norm (conj c * inner ℂ (residual T x) y)
  rw [norm_mul, RCLike.norm_conj] at h1
  have h2 := mul_le_mul_of_nonneg_left
    (norm_inner_le_norm (𝕜 := ℂ) (residual T x) y) (norm_nonneg c)
  have h3 := neg_abs_le (conj c * inner ℂ (residual T x) y).re
  have h4 := coupling_le g ‖c‖ ‖y‖ (norm_nonneg (residual T x))
  nlinarith [hgap y hy]

/-- Let `T` be Hermitian and `x` a unit vector of energy `ρ` with residual `r`, and let every `y`
orthogonal to `x` have energy at least `(ρ + g) ‖y‖²`. Then every eigenvalue of `T` is real and
at least `ρ - (√(g² + 4 ‖r‖²) - g) / 2`. -/
theorem eigenvalue_lower_bound {T : E →ₗ[ℂ] E} (hT : T.IsSymmetric) {x : E} (hx : ‖x‖ = 1)
    {g : ℝ} (hgap : ∀ y, inner ℂ x y = 0 → (energy T x + g) * ‖y‖ ^ 2 ≤ energy T y)
    {μ : ℂ} (hμ : Module.End.HasEigenvalue T μ) :
    μ.im = 0 ∧
      energy T x - (Real.sqrt (g ^ 2 + 4 * ‖residual T x‖ ^ 2) - g) / 2 ≤ μ.re := by
  refine ⟨Complex.conj_eq_iff_im.mp (hT.conj_eigenvalue_eq_self hμ), ?_⟩
  obtain ⟨v, hv⟩ := hμ.exists_hasEigenvector
  have h := energy_lower_bound hT hx hgap v
  have he : energy T v = μ.re * ‖v‖ ^ 2 := by
    rw [energy, hv.apply_eq_smul, inner_smul_right, inner_self_real, Complex.mul_re,
      Complex.ofReal_re, Complex.ofReal_im]
    ring
  rw [he] at h
  exact le_of_mul_le_mul_right h (pow_pos (norm_pos_iff.mpr hv.2) 2)


/-- The two-level Hamiltonian with diagonal entries `ρ` and `ρ + g` and coupling `e`. -/
def twoLevel (ρ g e : ℝ) : EuclideanSpace ℂ (Fin 2) →ₗ[ℂ] EuclideanSpace ℂ (Fin 2) where
  toFun v := !₂[(ρ : ℂ) * v 0 + e * v 1, (e : ℂ) * v 0 + (ρ + g) * v 1]
  map_add' v w := by
    ext i
    fin_cases i <;> simp <;> ring
  map_smul' c v := by
    ext i
    fin_cases i <;> simp <;> ring

/-- The first basis state of the two-level system. -/
def basisState : EuclideanSpace ℂ (Fin 2) := !₂[1, 0]

/-- The bound is sharp: for coupling `e ≠ 0` the two-level Hamiltonian and its first basis state
meet all hypotheses, with energy `ρ` and residual norm `|e|`, and `ρ - δ` is an eigenvalue,
where `δ` is the level shift for `g` and `|e|`. -/
theorem eigenvalue_lower_bound_witness (ρ g : ℝ) {e : ℝ} (he : e ≠ 0) :
    (twoLevel ρ g e).IsSymmetric ∧ ‖basisState‖ = 1 ∧
    energy (twoLevel ρ g e) basisState = ρ ∧
    ‖residual (twoLevel ρ g e) basisState‖ = |e| ∧
    (∀ y, inner ℂ basisState y = 0 → (ρ + g) * ‖y‖ ^ 2 ≤ energy (twoLevel ρ g e) y) ∧
    Module.End.HasEigenvalue (twoLevel ρ g e) ((ρ - shift g |e| : ℝ) : ℂ) := by
  have hE : energy (twoLevel ρ g e) basisState = ρ := by
    simp [energy, twoLevel, basisState, PiLp.inner_apply, Fin.sum_univ_two]
  refine ⟨?_, ?_, hE, ?_, ?_, ?_⟩
  · intro v w
    simp [twoLevel, PiLp.inner_apply, Fin.sum_univ_two]
    ring
  · simp [basisState, EuclideanSpace.norm_eq, Fin.sum_univ_two]
  · have h : residual (twoLevel ρ g e) basisState = !₂[(0 : ℂ), (e : ℂ)] := by
      rw [residual, hE]
      ext i
      fin_cases i <;> simp [twoLevel, basisState]
    rw [h]
    simp [EuclideanSpace.norm_eq, Fin.sum_univ_two, Real.sqrt_sq_eq_abs]
  · intro y hy
    have h0 : y 0 = 0 := by
      simpa [basisState, PiLp.inner_apply, Fin.sum_univ_two] using hy
    rw [EuclideanSpace.norm_sq_eq]
    apply le_of_eq
    simp [energy, twoLevel, PiLp.inner_apply, Fin.sum_univ_two, h0, Complex.sq_norm,
      Complex.normSq_apply]
    ring
  · have hm := shift_mul g |e|
    rw [sq_abs] at hm
    generalize shift g |e| = s at hm ⊢
    have hm' : (s : ℂ) * (s + g) = (e : ℂ) ^ 2 := by exact_mod_cast hm
    -- the eigenvector is `(δ + g, -e)`
    refine Module.End.hasEigenvalue_of_hasEigenvector
      (x := !₂[(s : ℂ) + g, -(e : ℂ)]) ⟨Module.End.mem_eigenspace_iff.mpr ?_, ?_⟩
    · ext i
      fin_cases i
      · simp [twoLevel]
        linear_combination hm'
      · simp [twoLevel]
        ring
    · intro h
      have h1 := congrArg (fun w : EuclideanSpace ℂ (Fin 2) => w 1) h
      simp at h1
      exact he h1

end

end ResidualGapBound
```

```lean
#print axioms ResidualGapBound.eigenvalue_lower_bound
```

```
'ResidualGapBound.eigenvalue_lower_bound' depends on axioms: [propext, Classical.choice, Quot.sound]
```

## From the lemmas to the theorem

`shift_mul` is the two-level equation δ(δ + g) = R². `coupling_le` first shows that δ and δ + g are nonnegative, from the comparison of the square root with |g|, and then obtains the inequality from the perfect square.

`norm_split` is the Pythagorean identity for cx + y, and `inner_self_real` rewrites ⟨v, v⟩ as the squared norm. In `energy_split`, the steps `h1` and `h2` replace the two cross terms by the inner product of the residual with y and its complex conjugate. The remaining comparison of real and imaginary parts is algebra, which `ring` closes.

`energy_lower_bound` starts by producing c and y from v, with the same formulas as in the derivation. The facts `h1`, `h2` and `h3` together are the Cauchy–Schwarz estimate of the coupling term, and `h4` is `coupling_le` with a = |c| and b = ‖y‖. The final `nlinarith` adds these to the gap condition.

`eigenvalue_lower_bound` takes the reality of μ from Mathlib's result on symmetric operators. It then picks an eigenvector, identifies its energy as μ‖v‖² and cancels the positive factor ‖v‖².

In the two-level theorem, `generalize` replaces δ by a letter `s` of which only s(s + g) = e² is remembered. The eigenvector equation needs nothing else, so the square root disappears from that part. The assumption e ≠ 0 ensures that the vector (δ + g, −e) is not zero.

## A closer look at linear_combination

The tactic `linear_combination` proves an equation from known equations when it is told what multiple of each to take. It subtracts the chosen combination from the goal and leaves a polynomial identity, which `ring` verifies.

In `coupling_le` the goal is the perfect-square identity, and three equations are available: (√δ)² = δ, (√(δ + g))² = δ + g and √δ √(δ + g) = R. The left side of the goal minus its right side equals

−a²[(√δ)² − δ] − b²[(√(δ + g))² − (δ + g)] + 2ab[√δ √(δ + g) − R].

Each bracket is one of the known equations with everything moved to the left. The factors −a², −b² and 2ab are the coefficients written in the Lean line. The tactic treats the square roots as unknown symbols, and all that it learns about them comes from these three equations.

## The bound in a Davidson or Lanczos run

A Davidson run keeps its trial vectors and their products with T. The combination of trial vectors that gives the normalised approximate eigenvector x also gives Tx from the stored products, so r = Tx − ρx needs no further multiplication by T. A Lanczos run usually obtains ‖r‖ without forming x, from the next off-diagonal coefficient and the last component of the eigenvector of its tridiagonal matrix. Suppose that ‖r‖ = 10⁻³ hartree and that g = 0.5 hartree is a valid gap on the complement of x. Then δ ≈ 2 × 10⁻⁶ hartree. In a finite basis the lowest eigenvalue of the matrix lies between ρ − δ and ρ, the upper end being the variational principle.

For g > 0, the two-level equation gives δ ≤ ‖r‖²/g, so the width of this interval is at most quadratic in the residual. In floating-point work the equivalent form

δ = 2‖r‖²/(√(g² + 4‖r‖²) + g)

avoids subtracting two nearly equal numbers when g is positive and the residual is small.

The value of g must come from elsewhere. If the trial vectors are kept orthonormal, the second approximate eigenvector of the same run is orthogonal to x, so its energy is an upper limit for ρ + g. Using that energy in place of a proven threshold turns the bound into an estimate.
